# Electric-dipole circular dichroism sums to zero between complete levels of a time-reversal-invariant Hamiltonian

## One spin one-half

Take a single doublet with basis states up and down and energy \(E\), so that \(H=E\,1\). Time reversal sends a state \(v\) to \(K\bar v\), with

\[
K=\begin{pmatrix}0&-1\\1&0\end{pmatrix},\qquad K\bar K=-1 .
\]

It turns up into down. The moment \(\sigma_z\) has expectation \(+1\) in up and \(-1\) in down, and its trace over the doublet is zero. Either state alone looks magnetic, although nothing in \(H\) prefers a direction.

## Doublets in an L-edge calculation

With spin–orbit coupling, in a ligand field of low symmetry and without a magnetic field, the levels of an odd-electron ion are ordinarily doublets. A diagonalisation returns some orthonormal pair in the ground doublet, and an electric-dipole spectrum computed from only one member can show circular dichroism that the electric-dipole spectrum of the whole level does not have.

A four-state model shows the numbers. Number the states 0 to 3: doublet \(a\) up, \(a\) down, \(b\) up, \(b\) down, with \(a\) at energy 0 and \(b\) at energy 1. Here up and down label the two time-reversed partners of a spin–orbit-coupled doublet (a pseudospin). An electric dipole does not act on spin itself, but its matrix elements can depend on this label because the partners can have different orbital parts. The transition matrices `X₀` and `Y₀` in the code below stand for the dipole components along two perpendicular axes at right angles to the light beam, and \(X_0\pm iY_0\) for the two circular polarisations, with the usual factor \(1/\sqrt2\) left out. Here \(X_0+iY_0\) takes state 1 to twice state 3 and annihilates state 0, while \(X_0-iY_0\) takes state 0 to twice state 2 and annihilates state 1. The strengths from \(a\) to \(b\) are:

| initial state | \(X_0+iY_0\) | \(X_0-iY_0\) |
|---|---|---|
| 0 | 0 | 4 |
| 1 | 4 | 0 |
| sum | 4 | 4 |

Starting from state 0 alone gives full dichroism; equal weights on both states give none.

## What is assumed and what follows

States are complex vectors over a finite index type `n`, and operators are square matrices. Write \(A^*\) for the adjoint, \(\bar A\) for the entrywise conjugate, \(\theta v=K\bar v\) (`partner`) and \(\Theta(A)=K\bar AK^*\) (`timeRev`). An operator is time-even if \(\Theta(A)=A\) and time-odd if \(\Theta(A)=-A\). Electric dipole components are time-even; spin and orbital moments are time-odd.

`IsLevelProjector H E P` says that \(P\) is Hermitian and idempotent, and that \(Pv=v\) exactly when \(Hv=Ev\), with \(E\) real. If \(E\) is not an eigenvalue, \(P=0\). For unitary \(K\) and time-even \(H\), the theorems state:

- `level_trace_odd_eq_zero`: \(\operatorname{tr}(PM)=0\) for every Hermitian time-odd \(M\).
- `no_circular_dichroism`: for level projectors \(P,Q\) and time-even \(X,Y\), the strength \(S(D)=\operatorname{tr}(PD^*QD)\) is the same for \(D_+=X+iY\) and \(D_-=X-iY\).

Neither needs \(K\bar K=-1\), so both also apply to even-electron ions. That condition, the mark of an odd number of electrons, enters in `single_state_signal`: every \(v\) has a Hermitian time-odd observable with expectation \(\langle v|v\rangle^2\), which is 1 for a normalised state. The observable depends on \(v\); a particular moment may still vanish in a particular state.

Both levels belong to one \(H\), which in a core-level model acts on the initial and core-hole configurations together. Strengths carry no photon-energy prefactors, lineshapes or thermal weights; radial integrals can be included in \(X\) and \(Y\). A magnetic or exchange field adds a time-odd term to \(H\) and violates the assumption, so genuine dichroism remains possible. The even degeneracy of levels, which is Kramers' theorem, is neither used nor proved.

## Derivation by time reversal

**Rules.** Since \(K^*K=1\),

\[
\Theta(AB)=K\bar AK^*K\bar BK^*=\Theta(A)\Theta(B),\qquad
\operatorname{tr}\Theta(A)=\operatorname{tr}(K^*K\bar A)=\overline{\operatorname{tr}A}.
\]

Also \(\Theta(A)^*=\Theta(A^*)\) and \(\Theta(A)\,\theta w=K\bar AK^*K\bar w=\theta(Aw)\).

**The projector is time-even.** By the rules, \(\Theta(P)\) is Hermitian and idempotent. Any \(v\) is \(\theta w\) with \(w=\overline{K^*v}\), and \(\theta\) is injective. Hence

\[
\Theta(P)v=v\iff Pw=w\iff Hw=Ew\iff Hv=Ev,
\]

where the last step uses \(H\theta w=\theta(Hw)\) and real \(E\). So \(\Theta(P)\) projects onto the same level as \(P\). Two such projectors \(P,P'\) are equal: each fixes the columns of the other, so \(PP'=P'\) and \(P'P=P\), and therefore \(P=P'P=(PP')^*=P'\).

**Time-odd traces.** Let \(t=\operatorname{tr}(PM)\). Time reversal gives \(\bar t=\operatorname{tr}(\Theta(P)\Theta(M))=-t\), and Hermiticity gives \(\bar t=\operatorname{tr}(MP)=t\). Thus \(t=0\).

**Dichroism.** Conjugation changes the sign of \(i\), so \(\Theta(D_+)=D_-\). Line strengths are real, because \(\overline{S(D)}=\operatorname{tr}(D^*QDP)=S(D)\). Therefore

\[
S(D_+)=\overline{S(D_+)}=\operatorname{tr}\Theta(PD_+^*QD_+)=\operatorname{tr}(PD_-^*QD_-)=S(D_-).
\]

**A single state.** Let \(K\bar K=-1\). Multiplying by \(K^*\) gives \(\bar K=-K^*\), hence \(K^T=-K\). Then \(\langle v|\theta v\rangle=\sum_{ij}\bar v_iK_{ij}\bar v_j=0\), and \(\theta\theta v=K\bar Kv=-v\). Put

\[
O_v=vv^*-(\theta v)(\theta v)^* .
\]

This is Hermitian. Since \(\Theta(uu^*)=(\theta u)(\theta u)^*\), time reversal exchanges its two terms; the sign of \(-v\) cancels in the dyad, so \(\Theta(O_v)=-O_v\). Finally,

\[
\langle v|O_v|v\rangle=\langle v|v\rangle^2-|\langle v|\theta v\rangle|^2=\langle v|v\rangle^2 .
\]

## The Lean file

```lean
import Mathlib

open Matrix

namespace KramersDichroism

noncomputable section

variable {n : Type*} [Fintype n] [DecidableEq n]

/-- The time reverse `K conj(A) K^*` of an operator `A`. -/
def timeRev (K A : Matrix n n ℂ) : Matrix n n ℂ :=
  K * A.map (starRingEnd ℂ) * Kᴴ

/-- The time-reversed partner `K conj(v)` of a state `v`. -/
def partner (K : Matrix n n ℂ) (v : n → ℂ) : n → ℂ := K *ᵥ star v

/-- `P` is the orthogonal projector onto the complete level of `H` at energy `E`. -/
structure IsLevelProjector (H : Matrix n n ℂ) (E : ℝ) (P : Matrix n n ℂ) : Prop where
  herm : Pᴴ = P
  idem : P * P = P
  range : ∀ v, P *ᵥ v = v ↔ H *ᵥ v = (E : ℂ) • v

/-- Line strength of the transition operator `D`, summed over the initial states in `P`
and the final states in `Q`. -/
def lineStrength (P Q D : Matrix n n ℂ) : ℂ := (P * (Dᴴ * Q * D)).trace

/-- The dyad of a state minus the dyad of its time-reversed partner. -/
def oddProbe (K : Matrix n n ℂ) (v : n → ℂ) : Matrix n n ℂ :=
  vecMulVec v (star v) - vecMulVec (partner K v) (star (partner K v))

/-- For unitary `K`, the time reverse of a product is the product of the time reverses. -/
theorem timeRev_mul {K : Matrix n n ℂ} (hK : Kᴴ * K = 1) (A B : Matrix n n ℂ) :
    timeRev K (A * B) = timeRev K A * timeRev K B := by
  unfold timeRev
  rw [Matrix.map_mul]
  calc K * (A.map (starRingEnd ℂ) * B.map (starRingEnd ℂ)) * Kᴴ
      = K * A.map (starRingEnd ℂ) * (Kᴴ * K) * B.map (starRingEnd ℂ) * Kᴴ := by
        rw [hK, mul_one]
        simp only [mul_assoc]
    _ = _ := by simp only [mul_assoc]

omit [DecidableEq n] in
/-- Time reversal commutes with taking the adjoint. -/
theorem timeRev_conjTranspose (K A : Matrix n n ℂ) :
    (timeRev K A)ᴴ = timeRev K Aᴴ := by
  have h : (A.map (starRingEnd ℂ))ᴴ = Aᴴ.map (starRingEnd ℂ) := by
    ext i j
    simp
  simp only [timeRev, conjTranspose_mul, conjTranspose_conjTranspose, h, mul_assoc]

/-- For unitary `K`, time reversal conjugates the trace of an operator. -/
theorem trace_timeRev {K : Matrix n n ℂ} (hK : Kᴴ * K = 1) (A : Matrix n n ℂ) :
    (timeRev K A).trace = starRingEnd ℂ A.trace := by
  rw [timeRev, Matrix.trace_mul_comm, ← mul_assoc, hK, one_mul]
  simp [Matrix.trace, map_sum]

/-- For unitary `K`, the time-reversed operator takes the partner of `w` to the partner of `A w`. -/
theorem timeRev_partner {K : Matrix n n ℂ} (hK : Kᴴ * K = 1) (A : Matrix n n ℂ)
    (w : n → ℂ) : timeRev K A *ᵥ partner K w = partner K (A *ᵥ w) := by
  have h : star (A *ᵥ w) = A.map (starRingEnd ℂ) *ᵥ star w := by
    ext i
    simp [Matrix.mulVec, dotProduct]
  unfold timeRev partner
  rw [h, mulVec_mulVec, mulVec_mulVec, mul_assoc, hK, mul_one]

omit [DecidableEq n] in
/-- The projector onto a level is determined by the Hamiltonian and the energy. -/
theorem level_unique {H P Q : Matrix n n ℂ} {E : ℝ}
    (hP : IsLevelProjector H E P) (hQ : IsLevelProjector H E Q) : P = Q := by
  -- each projector fixes the columns of the other
  have key : ∀ {A B : Matrix n n ℂ}, IsLevelProjector H E A →
      IsLevelProjector H E B → A * B = B := by
    intro A B hA hB
    ext i j
    have h1 : B *ᵥ (fun k => B k j) = fun k => B k j := by
      funext k
      exact congrFun (congrFun hB.idem k) j
    have h2 := (hA.range _).2 ((hB.range _).1 h1)
    exact congrFun h2 i
  calc P = Q * P := (key hQ hP).symm
    _ = (P * Q)ᴴ := by rw [conjTranspose_mul, hP.herm, hQ.herm]
    _ = Q := by rw [key hP hQ, hQ.herm]

/-- If `K` is unitary and `H` is time-even, the projector onto a complete level of `H`
is time-even. -/
theorem level_timeRev {K H P : Matrix n n ℂ} {E : ℝ} (hK : Kᴴ * K = 1)
    (hH : timeRev K H = H) (hP : IsLevelProjector H E P) : timeRev K P = P := by
  refine level_unique (H := H) (E := E) ⟨?_, ?_, ?_⟩ hP
  · rw [timeRev_conjTranspose, hP.herm]
  · rw [← timeRev_mul hK, hP.idem]
  · intro v
    have hK' : K * Kᴴ = 1 := mul_eq_one_comm.mp hK
    have hinj : Function.Injective (partner K) := by
      intro a b h
      have h' := congrArg (fun u => Kᴴ *ᵥ u) h
      simp only [partner, mulVec_mulVec, hK, one_mulVec] at h'
      exact star_injective h'
    -- every state is the partner of some state
    obtain ⟨w, rfl⟩ : ∃ w, partner K w = v :=
      ⟨star (Kᴴ *ᵥ v), by rw [partner, star_star, mulVec_mulVec, hK', one_mulVec]⟩
    have hE : partner K ((E : ℂ) • w) = (E : ℂ) • partner K w := by
      simp [partner, star_smul, Matrix.mulVec_smul]
    have hHw : H *ᵥ partner K w = partner K (H *ᵥ w) := by
      have h := timeRev_partner hK H w
      rwa [hH] at h
    rw [timeRev_partner hK, hHw, ← hE, hinj.eq_iff, hinj.eq_iff]
    exact hP.range w

/-- For unitary `K` and time-even `H`, a Hermitian time-odd observable `M` has zero trace
over every complete level of `H`. -/
theorem level_trace_odd_eq_zero {K H P M : Matrix n n ℂ} {E : ℝ} (hK : Kᴴ * K = 1)
    (hH : timeRev K H = H) (hP : IsLevelProjector H E P)
    (hM : Mᴴ = M) (hodd : timeRev K M = -M) : (P * M).trace = 0 := by
  -- time reversal gives `-t = conj t`, hermiticity gives `conj t = t`
  have h1 := trace_timeRev hK (P * M)
  rw [timeRev_mul hK, level_timeRev hK hH hP, hodd, mul_neg, trace_neg] at h1
  have h2 : starRingEnd ℂ (P * M).trace = (P * M).trace := by
    rw [starRingEnd_apply, ← trace_conjTranspose, conjTranspose_mul, hP.herm, hM,
      Matrix.trace_mul_comm]
  linear_combination (-1 / 2 : ℂ) * h1 + (-1 / 2 : ℂ) * h2

/-- For unitary `K`, time-even `H` and time-even dipole components `X`, `Y`, the line
strengths between two complete levels are equal for the two circular polarisations. -/
theorem no_circular_dichroism {K H P Q X Y : Matrix n n ℂ} {E F : ℝ} (hK : Kᴴ * K = 1)
    (hH : timeRev K H = H) (hP : IsLevelProjector H E P) (hQ : IsLevelProjector H F Q)
    (hX : timeRev K X = X) (hY : timeRev K Y = Y) :
    lineStrength P Q (X + Complex.I • Y) = lineStrength P Q (X - Complex.I • Y) := by
  -- time reversal exchanges the two helicities
  have hD : timeRev K (X + Complex.I • Y) = X - Complex.I • Y := by
    have hmap : (X + Complex.I • Y).map (starRingEnd ℂ)
        = X.map (starRingEnd ℂ) - Complex.I • Y.map (starRingEnd ℂ) := by
      ext i j
      simp [sub_eq_add_neg]
    rw [timeRev, hmap, mul_sub, sub_mul, Matrix.mul_smul, Matrix.smul_mul]
    change timeRev K X - Complex.I • timeRev K Y = _
    rw [hX, hY]
  -- line strengths are real
  have hreal : ∀ D : Matrix n n ℂ,
      starRingEnd ℂ (P * (Dᴴ * Q * D)).trace = (P * (Dᴴ * Q * D)).trace := by
    intro D
    rw [starRingEnd_apply, ← trace_conjTranspose]
    simp only [conjTranspose_mul, conjTranspose_conjTranspose, hP.herm, hQ.herm]
    rw [Matrix.trace_mul_comm, mul_assoc Dᴴ Q D]
  have h1 := trace_timeRev hK (P * ((X + Complex.I • Y)ᴴ * Q * (X + Complex.I • Y)))
  rw [timeRev_mul hK, timeRev_mul hK, timeRev_mul hK, ← timeRev_conjTranspose, hD,
    level_timeRev hK hH hP, level_timeRev hK hH hQ, hreal] at h1
  exact h1.symm

/-- If `K` is unitary with `K conj(K) = -1`, then for every state `v` the operator
`oddProbe K v` is Hermitian and time-odd, and its expectation in `v` is `⟨v|v⟩²`. -/
theorem single_state_signal {K : Matrix n n ℂ} (hK : Kᴴ * K = 1)
    (hKK : K * K.map (starRingEnd ℂ) = -1) (v : n → ℂ) :
    (oddProbe K v)ᴴ = oddProbe K v ∧ timeRev K (oddProbe K v) = -oddProbe K v ∧
      star v ⬝ᵥ (oddProbe K v *ᵥ v) = (star v ⬝ᵥ v) ^ 2 := by
  refine ⟨?_, ?_, ?_⟩
  · ext i j
    simp [oddProbe, vecMulVec_apply, mul_comm]
  · have hT : ∀ u : n → ℂ, timeRev K (vecMulVec u (star u))
        = vecMulVec (partner K u) (star (partner K u)) := by
      intro u
      have h : (vecMulVec u (star u)).map (starRingEnd ℂ) = vecMulVec (star u) u := by
        ext i j
        simp [vecMulVec_apply]
      rw [timeRev, h, mul_vecMulVec, vecMulVec_mul, partner, star_mulVec, star_star]
    -- reversing time twice changes the sign of the state
    have hpp : partner K (partner K v) = -v := by
      have h : star (K *ᵥ star v) = K.map (starRingEnd ℂ) *ᵥ v := by
        ext i
        simp [Matrix.mulVec, dotProduct]
      simp only [partner]
      rw [h, mulVec_mulVec, hKK, neg_mulVec, one_mulVec]
    have hsub : ∀ A B : Matrix n n ℂ, timeRev K (A - B) = timeRev K A - timeRev K B := by
      intro A B
      have h : (A - B).map (starRingEnd ℂ)
          = A.map (starRingEnd ℂ) - B.map (starRingEnd ℂ) := by
        ext i j
        simp
      rw [timeRev, h, mul_sub, sub_mul]
      rfl
    have hneg : vecMulVec (-v) (star (-v)) = vecMulVec v (star v) := by
      ext i j
      simp [vecMulVec_apply]
    rw [oddProbe, hsub, hT, hT, hpp, hneg, neg_sub]
  · -- `K` is antisymmetric, so a state is orthogonal to its partner
    have h : K.map (starRingEnd ℂ) = -Kᴴ := by
      calc K.map (starRingEnd ℂ) = Kᴴ * K * K.map (starRingEnd ℂ) := by rw [hK, one_mul]
        _ = -Kᴴ := by rw [mul_assoc, hKK, mul_neg, mul_one]
    have hanti : Kᵀ = -K := by
      ext i j
      have h' := congrFun (congrFun h j) i
      apply star_injective
      simpa using h'
    have horth : star v ⬝ᵥ partner K v = 0 := by
      unfold partner
      have h1 : star v ⬝ᵥ (K *ᵥ star v) = -(star v ⬝ᵥ (K *ᵥ star v)) := by
        conv_lhs => rw [dotProduct_mulVec, ← mulVec_transpose, hanti, neg_mulVec,
          neg_dotProduct, dotProduct_comm]
      linear_combination (1 / 2 : ℂ) * h1
    have hv : ∀ u : n → ℂ, star v ⬝ᵥ (vecMulVec u (star u) *ᵥ v)
        = (star v ⬝ᵥ u) * (star u ⬝ᵥ v) := by
      intro u
      simp only [Matrix.mulVec, dotProduct, vecMulVec_apply]
      rw [Finset.sum_mul_sum]
      refine Finset.sum_congr rfl fun i _ => ?_
      rw [Finset.mul_sum]
      refine Finset.sum_congr rfl fun j _ => ?_
      ring
    rw [oddProbe, sub_mulVec, dotProduct_sub, hv, hv, horth]
    ring

/-- Time-reversal matrix of a model with two doublets, each a pseudospin one-half. -/
def K₀ : Matrix (Fin 4) (Fin 4) ℂ := !![0, -1, 0, 0; 1, 0, 0, 0; 0, 0, 0, -1; 0, 0, 1, 0]

/-- Hamiltonian with one doublet at energy 0 and one at energy 1. -/
def H₀ : Matrix (Fin 4) (Fin 4) ℂ := !![0, 0, 0, 0; 0, 0, 0, 0; 0, 0, 1, 0; 0, 0, 0, 1]

/-- Pseudospin component along the quantisation axis, in units of one half. -/
def M₀ : Matrix (Fin 4) (Fin 4) ℂ := !![1, 0, 0, 0; 0, -1, 0, 0; 0, 0, 1, 0; 0, 0, 0, -1]

/-- First transition component, which exchanges the doublets. -/
def X₀ : Matrix (Fin 4) (Fin 4) ℂ := !![0, 0, 1, 0; 0, 0, 0, 1; 1, 0, 0, 0; 0, 1, 0, 0]

/-- Second transition component, which exchanges the doublets with a phase that depends on the
pseudospin. -/
def Y₀ : Matrix (Fin 4) (Fin 4) ℂ :=
  !![0, 0, -Complex.I, 0; 0, 0, 0, Complex.I; Complex.I, 0, 0, 0; 0, -Complex.I, 0, 0]

/-- The two-doublet model satisfies the relations assumed for `K`, `H`, the level
projectors, the time-odd observable and the two transition components. -/
theorem two_doublets_witness :
    K₀ᴴ * K₀ = 1 ∧ K₀ * K₀.map (starRingEnd ℂ) = -1 ∧ timeRev K₀ H₀ = H₀ ∧
      IsLevelProjector H₀ 0 (1 - H₀) ∧ IsLevelProjector H₀ 1 H₀ ∧
      M₀ᴴ = M₀ ∧ timeRev K₀ M₀ = -M₀ ∧ timeRev K₀ X₀ = X₀ ∧ timeRev K₀ Y₀ = Y₀ := by
  have hh : H₀ᴴ = H₀ := by
    ext i j
    fin_cases i <;> fin_cases j <;> simp [H₀]
  have hi : H₀ * H₀ = H₀ := by
    ext i j
    fin_cases i <;> fin_cases j <;> simp [H₀, Matrix.mul_apply, Fin.sum_univ_four]
  have h0 : IsLevelProjector H₀ 0 (1 - H₀) :=
    ⟨by rw [conjTranspose_sub, conjTranspose_one, hh], by simp [sub_mul, mul_sub, hi],
      fun v => by simp [sub_mulVec]⟩
  have h1 : IsLevelProjector H₀ 1 H₀ := ⟨hh, hi, fun v => by simp⟩
  -- the remaining relations are checked entry by entry
  refine ⟨?_, ?_, ?_, h0, h1, ?_, ?_, ?_, ?_⟩ <;> ext i j <;>
    fin_cases i <;> fin_cases j <;>
    simp [timeRev, K₀, H₀, M₀, X₀, Y₀, Matrix.mul_apply, Matrix.vecMul, dotProduct,
      Fin.sum_univ_four]

end

end KramersDichroism
```

```lean
#print axioms KramersDichroism.level_trace_odd_eq_zero
#print axioms KramersDichroism.no_circular_dichroism
#print axioms KramersDichroism.single_state_signal
```

```
'KramersDichroism.level_trace_odd_eq_zero' depends on axioms: [propext, Classical.choice, Quot.sound]
'KramersDichroism.no_circular_dichroism' depends on axioms: [propext, Classical.choice, Quot.sound]
'KramersDichroism.single_state_signal' depends on axioms: [propext, Classical.choice, Quot.sound]
```

## From the rules to the traces in Lean

The four rules are `timeRev_mul`, `timeRev_conjTranspose`, `trace_timeRev` and `timeRev_partner`. `level_unique` compares the projectors column by column. `level_timeRev` applies it after checking the three fields of `IsLevelProjector` for \(\Theta(P)\); in the third, `obtain` writes \(v\) as a partner and `hinj` removes \(\theta\) from both sides of each equation.

In `level_trace_odd_eq_zero`, `h1` is \(-t=\bar t\) and `h2` is \(\bar t=t\); `linear_combination` combines them into \(t=0\). In `no_circular_dichroism`, `hD` exchanges the helicities and `hreal` supplies reality, after which the trace rule is rewritten into the required equality.

`single_state_signal` treats its three claims in turn. `hT` reverses a dyad and `hpp` is \(\theta\theta v=-v\). `hanti` gives the antisymmetry of \(K\), from which `horth` finds that the overlap equals its own negative. `hv` expands the expectation of a dyad.

`two_doublets_witness` confirms that the four-state model meets the assumptions, with `1 - H₀` and `H₀` as its level projectors. The matrix identities for time reversal are checked entry by entry.
